# In a thin absorber, reading Mössbauer area fractions as site fractions errs by at most $(\sqrt f-\sqrt g)/(\sqrt f+\sqrt g)$ when all recoil-free fractions lie between $g>0$ and $f$

## How far off are my site fractions?

My iron compound shows two quadrupole doublets, one for each iron site, and I have been quoting their relative areas as the site fractions. But one site is bound more stiffly, so absorption by its nuclei is more likely to be recoil-free (this probability is the recoil-free fraction), and its doublet is too strong for its population. I know the two recoil-free fractions only roughly. How large can the error get? I would have guessed that it is worst for a 50:50 mixture. And does it grow if there are really three or four sites?

## The worst mixture has the stiffer site in the minority

Let the stiffer site have true fraction $p$ and recoil-free fraction $f$, and let the other have $1-p$ and $g$, with $f>g>0$. The error is at most $(\sqrt f-\sqrt g)/(\sqrt f+\sqrt g)$. It reaches this value only at $p=\sqrt g/(\sqrt f+\sqrt g)$, which is below one half. More sites do not raise the bound, provided that all their recoil-free fractions lie between $g$ and $f$.

For example, $f=0.81$ and $g=0.64$ give a largest error of $0.1/1.7\approx 0.059$, at $p\approx 0.47$.

### The distance to the bound is a square

In a thin absorber, the area of each subspectrum is proportional to site fraction times recoil-free fraction. Write $s=\sqrt f$, $t=\sqrt g$ and $D=ps^2+(1-p)t^2$ for the total area, which is positive for $0\le p\le 1$. The apparent fraction is $ps^2/D$, so the bias is

$$\frac{ps^2}{D}-p=\frac{p(s^2-D)}{D}=\frac{p(1-p)(s^2-t^2)}{D}.$$

Subtract this from the proposed maximum:

$$\frac{s-t}{s+t}-\frac{p(1-p)(s^2-t^2)}{D}=\frac{(s-t)\,[D-p(1-p)(s+t)^2]}{(s+t)D}.$$

In the bracket, $ps^2-p(1-p)s^2=p^2s^2$ and $(1-p)t^2-p(1-p)t^2=(1-p)^2t^2$. With the cross term $-2p(1-p)st$, the bracket is $(ps-(1-p)t)^2$. The difference is therefore never negative, and it vanishes only when $ps=(1-p)t$, that is, at $p=t/(s+t)$.

For the weaker site, exchange the roles. If its true fraction is $p$, its apparent fraction is one minus that of the stiffer site, whose true fraction is $1-p$. Its bias is minus the stiffer site's bias, so it is at least $-(s-t)/(s+t)$.

### Several sites lie between two extreme spectra

Now let site $i$ have true fraction $p_i$ and recoil-free fraction $r_i\in[g,f]$, with total area $F=\sum_j p_jr_j$. The other sites together hold the fraction $1-p_i$, so

$$p_ir_i+(1-p_i)g\le F\le p_ir_i+(1-p_i)f.$$

Since $x\mapsto p_ix/(p_ix+(1-p_i)c)$ does not decrease for $x,c>0$, the area fraction obeys

$$\frac{p_ig}{p_ig+(1-p_i)f}\le\frac{p_ir_i}{F}\le\frac{p_if}{p_if+(1-p_i)g}.$$

Both ends are two-site apparent fractions, and each differs from $p_i$ by at most the two-site bound.

If the recoil-free fractions are known, you can remove the bias for any number of sites: divide each area fraction by its recoil-free fraction and renormalise. Take two sites, of true fractions $p$ and $1-p$ and recoil-free fractions $f$ and $g$. Let $D$ again be the two-site total area. Dividing the two area fractions by $f$ and $g$ gives $p/D$ and $(1-p)/D$. Their sum is $1/D$, so renormalising returns $p$.

### What the Lean theorems say

All quantities are real numbers. In `apparentFraction f g p`, the first argument is the recoil-free fraction of the site whose true fraction is `p`. The letter `g` is the second site's recoil-free fraction, not a g-factor. `maxBias` and `worstFraction` only name the two expressions above; the theorems give them their meaning.

`bias_maximum` assumes `0 < g` and `g < f`. It states that the worst composition lies strictly between 0 and 1, that the bias there equals `maxBias f g`, and that the bias is strictly smaller at every other `p` in `Set.Icc 0 1`.

`abs_areaFraction_sub_le` takes a finite type `ι` of sites, nonnegative fractions `p` with sum one, and recoil-free fractions `r` in `[g, f]`. Here `f` and `g` are bounds and need not belong to any site. The theorem bounds the absolute error of every site fraction, and equal bounds give zero error. `corrected_fraction` is the two-site correction.

No recoil-free fraction is required to be at most one. The step left to the experiment is the proportionality of fitted area to `p i * r i`: saturation in a thick absorber or a poor separation of overlapping lines would break it. Within this thin-absorber model, the bound tells you how much disagreement between uncorrected areas and a computed site distribution can come from unequal recoil-free fractions.

```lean
import Mathlib

open Finset

namespace MoessbauerSiteQuantification

noncomputable section

/-- Area fraction of the first of two sites in a thin-absorber spectrum, for true fractions
`p` and `1 - p` in `[0, 1]` and recoil-free fractions `f, g > 0`. -/
def apparentFraction (f g p : ℝ) : ℝ := p * f / (p * f + (1 - p) * g)

/-- The expression `(√f - √g) / (√f + √g)` for recoil-free fractions `f, g > 0`. -/
def maxBias (f g : ℝ) : ℝ := (√f - √g) / (√f + √g)

/-- The composition `√g / (√f + √g)` for recoil-free fractions `f, g > 0`. -/
def worstFraction (f g : ℝ) : ℝ := √g / (√f + √g)

/-- Area fraction of site `i` among finitely many sites with true fractions `p` and recoil-free
fractions `r`, for a nonzero total area `∑ j, p j * r j`. -/
def areaFraction {ι : Type*} [Fintype ι] (p r : ι → ℝ) (i : ι) : ℝ :=
  p i * r i / ∑ j, p j * r j

/-- The total area of a two-site spectrum is positive when both recoil-free fractions are
positive and the true fraction lies in `[0, 1]`. -/
theorem total_area_pos {f g p : ℝ} (hf : 0 < f) (hg : 0 < g) (hp : p ∈ Set.Icc (0 : ℝ) 1) :
    0 < p * f + (1 - p) * g := by
  obtain ⟨h0, h1⟩ := hp
  rcases h0.eq_or_lt with h | h
  · rw [← h]
    linarith
  · have h2 : 0 < p * f := mul_pos h hf
    have h3 : 0 ≤ (1 - p) * g := mul_nonneg (by linarith) hg.le
    linarith

/-- For positive recoil-free fractions and `p` in `[0, 1]`, `maxBias f g` minus the bias is
`√f - √g` times a perfect square, divided by `√f + √g` times the total area. -/
theorem maxBias_sub_bias {f g p : ℝ} (hf : 0 < f) (hg : 0 < g) (hp : p ∈ Set.Icc (0 : ℝ) 1) :
    maxBias f g - (apparentFraction f g p - p) =
      (√f - √g) * (p * √f - (1 - p) * √g) ^ 2 /
        ((√f + √g) * (p * f + (1 - p) * g)) := by
  have hD := (total_area_pos hf hg hp).ne'
  -- pass to the square roots as variables
  obtain ⟨s, hs, rfl⟩ : ∃ s, 0 < s ∧ f = s ^ 2 :=
    ⟨√f, Real.sqrt_pos.2 hf, (Real.sq_sqrt hf.le).symm⟩
  obtain ⟨t, ht, rfl⟩ : ∃ t, 0 < t ∧ g = t ^ 2 :=
    ⟨√g, Real.sqrt_pos.2 hg, (Real.sq_sqrt hg.le).symm⟩
  unfold maxBias apparentFraction
  rw [Real.sqrt_sq hs.le, Real.sqrt_sq ht.le]
  have hst : s + t ≠ 0 := (add_pos hs ht).ne'
  obtain ⟨D, hDdef⟩ : ∃ D, D = p * s ^ 2 + (1 - p) * t ^ 2 := ⟨_, rfl⟩
  rw [← hDdef] at hD ⊢
  field_simp
  rw [hDdef]
  ring

/-- If `f ≥ g > 0`, the apparent fraction of the site with recoil-free fraction `f` exceeds its
true fraction in `[0, 1]` by at most `(√f - √g) / (√f + √g)`. -/
theorem bias_le_maxBias {f g p : ℝ} (hg : 0 < g) (hgf : g ≤ f) (hp : p ∈ Set.Icc (0 : ℝ) 1) :
    apparentFraction f g p - p ≤ maxBias f g := by
  have hf : 0 < f := hg.trans_le hgf
  have hD := total_area_pos hf hg hp
  have hs : 0 ≤ √f - √g := sub_nonneg.2 (Real.sqrt_le_sqrt hgf)
  have hgap : 0 ≤ maxBias f g - (apparentFraction f g p - p) := by
    rw [maxBias_sub_bias hf hg hp]
    positivity
  linarith

/-- For `f > g > 0`, the apparent minus true fraction over `[0, 1]` has the maximum
`(√f - √g) / (√f + √g)`, attained at the interior composition `√g / (√f + √g)` and nowhere
else. -/
theorem bias_maximum {f g : ℝ} (hg : 0 < g) (hgf : g < f) :
    worstFraction f g ∈ Set.Ioo (0 : ℝ) 1 ∧
    apparentFraction f g (worstFraction f g) - worstFraction f g = maxBias f g ∧
    ∀ p ∈ Set.Icc (0 : ℝ) 1, p ≠ worstFraction f g →
      apparentFraction f g p - p < maxBias f g := by
  have hf : 0 < f := hg.trans hgf
  have hs : 0 < √f := Real.sqrt_pos.2 hf
  have ht : 0 < √g := Real.sqrt_pos.2 hg
  have hst : 0 < √f + √g := add_pos hs ht
  have hw : worstFraction f g ∈ Set.Ioo (0 : ℝ) 1 :=
    ⟨div_pos ht hst, (div_lt_one hst).2 (by linarith)⟩
  refine ⟨hw, ?_, ?_⟩
  · -- the square vanishes at the worst composition
    have h : worstFraction f g * (√f + √g) = √g := div_mul_cancel₀ _ hst.ne'
    have h0 : worstFraction f g * √f - (1 - worstFraction f g) * √g = 0 := by
      linear_combination h
    have hgap := maxBias_sub_bias hf hg ⟨hw.1.le, hw.2.le⟩
    rw [h0, zero_pow two_ne_zero, mul_zero, zero_div] at hgap
    linarith
  · -- and is positive everywhere else
    intro p hp hne
    have h0 : p * √f - (1 - p) * √g ≠ 0 := by
      intro h
      apply hne
      unfold worstFraction
      rw [eq_div_iff hst.ne']
      linear_combination h
    have hd : 0 < √f - √g := sub_pos.2 (Real.sqrt_lt_sqrt hg.le hgf)
    have hgap : 0 < maxBias f g - (apparentFraction f g p - p) := by
      rw [maxBias_sub_bias hf hg hp]
      exact div_pos (mul_pos hd (pow_pos (abs_pos.2 h0) 2 |>.trans_eq (sq_abs _)))
        (mul_pos hst (total_area_pos hf hg hp))
    linarith

/-- For positive recoil-free fractions and `p` in `[0, 1]`, the apparent fractions of the two
sites add up to one. -/
theorem apparentFraction_swap {f g p : ℝ} (hf : 0 < f) (hg : 0 < g)
    (hp : p ∈ Set.Icc (0 : ℝ) 1) :
    apparentFraction g f p = 1 - apparentFraction f g (1 - p) := by
  have hD := (total_area_pos hg hf hp).ne'
  unfold apparentFraction
  have e : (1 - p) * f + (1 - (1 - p)) * g = p * g + (1 - p) * f := by ring
  rw [e, eq_sub_iff_add_eq, ← add_div, div_self hD]

/-- For finitely many sites with nonnegative true fractions that sum to one and recoil-free
fractions in `[g, f]`, where `g > 0`, each area fraction differs from the true fraction by at most
`(√f - √g) / (√f + √g)`. -/
theorem abs_areaFraction_sub_le {ι : Type*} [Fintype ι] {p r : ι → ℝ} {f g : ℝ}
    (hg : 0 < g) (hp : ∀ i, 0 ≤ p i) (hsum : ∑ i, p i = 1)
    (hr : ∀ i, r i ∈ Set.Icc g f) (i : ι) :
    |areaFraction p r i - p i| ≤ maxBias f g := by
  classical
  have hgf : g ≤ f := (hr i).1.trans (hr i).2
  have hf : 0 < f := hg.trans_le hgf
  have hri : 0 < r i := hg.trans_le (hr i).1
  have hrest : p i + ∑ j ∈ univ.erase i, p j = 1 := by
    rw [add_sum_erase univ p (mem_univ i), hsum]
  have hrest' : ∑ j ∈ univ.erase i, p j = 1 - p i := by linarith
  have hq : 0 ≤ 1 - p i := by
    rw [← hrest']
    exact sum_nonneg fun j _ => hp j
  have hpi : p i ∈ Set.Icc (0 : ℝ) 1 := ⟨hp i, by linarith⟩
  have hF := add_sum_erase univ (fun j => p j * r j) (mem_univ i)
  -- the other sites contribute between `(1 - p i) * g` and `(1 - p i) * f`
  have hlo : (1 - p i) * g ≤ ∑ j ∈ univ.erase i, p j * r j := by
    rw [← hrest', sum_mul]
    exact sum_le_sum fun j _ => mul_le_mul_of_nonneg_left (hr j).1 (hp j)
  have hhi : ∑ j ∈ univ.erase i, p j * r j ≤ (1 - p i) * f := by
    rw [← hrest', sum_mul]
    exact sum_le_sum fun j _ => mul_le_mul_of_nonneg_left (hr j).2 (hp j)
  obtain ⟨F, hFdef⟩ : ∃ F, F = ∑ j, p j * r j := ⟨_, rfl⟩
  have hF1 : 0 ≤ F - (p i * r i + (1 - p i) * g) := by
    rw [hFdef, ← hF]
    linarith
  have hF2 : 0 ≤ p i * r i + (1 - p i) * f - F := by
    rw [hFdef, ← hF]
    linarith
  have hFpos : 0 < F := by linarith [total_area_pos hri hg hpi]
  -- comparison with the two extreme two-site spectra
  have hup : areaFraction p r i ≤ apparentFraction f g (p i) := by
    unfold areaFraction apparentFraction
    rw [← hFdef, div_le_div_iff₀ hFpos (total_area_pos hf hg hpi)]
    have h1 := mul_nonneg (mul_nonneg (hp i) hf.le) hF1
    have h2 := mul_nonneg (mul_nonneg (mul_nonneg (hp i) hq) hg.le) (sub_nonneg.2 (hr i).2)
    nlinarith [h1, h2]
  have hdown : apparentFraction g f (p i) ≤ areaFraction p r i := by
    unfold areaFraction apparentFraction
    rw [← hFdef, div_le_div_iff₀ (total_area_pos hg hf hpi) hFpos]
    have h1 := mul_nonneg (mul_nonneg (hp i) hg.le) hF2
    have h2 := mul_nonneg (mul_nonneg (mul_nonneg (hp i) hq) hf.le) (sub_nonneg.2 (hr i).1)
    nlinarith [h1, h2]
  have hb := bias_le_maxBias hg hgf hpi
  have hb' := bias_le_maxBias (p := 1 - p i) hg hgf ⟨hq, by linarith [hp i]⟩
  rw [apparentFraction_swap hf hg hpi] at hdown
  rw [abs_le]
  constructor <;> linarith

/-- For positive recoil-free fractions and `p` in `[0, 1]`, dividing the two area fractions by
their recoil-free fractions and renormalising returns the true fraction. -/
theorem corrected_fraction {f g p : ℝ} (hf : 0 < f) (hg : 0 < g)
    (hp : p ∈ Set.Icc (0 : ℝ) 1) :
    apparentFraction f g p / f /
      (apparentFraction f g p / f + (1 - apparentFraction f g p) / g) = p := by
  have hD := (total_area_pos hf hg hp).ne'
  have h1 : apparentFraction f g p / f = p / (p * f + (1 - p) * g) := by
    unfold apparentFraction
    rw [div_right_comm, mul_div_cancel_right₀ _ hf.ne']
  have e : 1 - apparentFraction f g p = (1 - p) * g / (p * f + (1 - p) * g) := by
    unfold apparentFraction
    rw [eq_div_iff hD, sub_mul, div_mul_cancel₀ _ hD]
    ring
  have h2 : (1 - apparentFraction f g p) / g = (1 - p) / (p * f + (1 - p) * g) := by
    rw [e, div_right_comm, mul_div_cancel_right₀ _ hg.ne']
  rw [h1, h2, ← add_div, add_sub_cancel, div_div_div_cancel_right₀ hD, div_one]

end

end MoessbauerSiteQuantification
```

```lean
#print axioms MoessbauerSiteQuantification.bias_maximum
#print axioms MoessbauerSiteQuantification.abs_areaFraction_sub_le
#print axioms MoessbauerSiteQuantification.corrected_fraction
```

```
'MoessbauerSiteQuantification.bias_maximum' depends on axioms: [propext, Classical.choice, Quot.sound]
'MoessbauerSiteQuantification.abs_areaFraction_sub_le' depends on axioms: [propext, Classical.choice, Quot.sound]
'MoessbauerSiteQuantification.corrected_fraction' depends on axioms: [propext, Classical.choice, Quot.sound]
```

### From the square to the Lean proof

`total_area_pos` treats $p=0$ separately, because only the second site contributes there. `maxBias_sub_bias` is the identity with the square. It replaces `f` and `g` by `s ^ 2` and `t ^ 2` and keeps the total area as a single symbol `D` while `field_simp` clears denominators; `ring` then checks the polynomial identity.

`bias_le_maxBias` reads off the sign of that identity. In `bias_maximum`, the square is shown to vanish at `worstFraction f g`. For any other `p` its base is nonzero, since a zero would force `p` to equal the worst composition, so the difference is strictly positive.

`apparentFraction_swap` is the exchange of sites. In `abs_areaFraction_sub_le`, `hlo` and `hhi` bound the area of the other sites, and `hup` and `hdown` compare site `i` with the two extreme spectra. After cross-multiplication, each comparison is the sum of two nonnegative products, `h1` and `h2`: one from the bound on the total area, the other from the bound on `r i`. The two-site bound, used at `p i` and at `1 - p i`, then gives both halves of the absolute value. `corrected_fraction` computes the two quotients $p/D$ and $(1-p)/D$ and cancels the common denominator.
